# For a nonincreasing self-energy, the $G_0W_0$ correction has the sign of $\Sigma(e)-v$ and at most its size

Suppose I describe one orbital by a mean-field energy $e$, an exchange-correlation expectation value $v$ and a real self-energy $\Sigma$ that is continuous and nonincreasing on all of $\mathbb R$. I expect $w=e+\Sigma(w)-v$ to have one root, displaced from $e$ in the direction of $D=\Sigma(e)-v$ and by no more than $|D|$. If $D$ also varies continuously and strictly monotonically with the hybrid fraction and changes sign, exactly one fraction should need no correction. Can this be proved carefully, with a proof that Lean accepts?

## Monotonicity turns a residual into an error bound

Yes. For a trial energy $x$, let $r(x)=e+\Sigma(x)-v-x$. If $w$ is a root, then

$$w-x=r(x)+\Sigma(w)-\Sigma(x).$$

If $w\ge x$, the self-energy difference is at most zero, so $0\le w-x\le r(x)$. If $w\le x$, it is at least zero, so $r(x)\le w-x\le 0$. Either way $|w-x|\le|r(x)|$.

- **Size.** Since $r(e)=D$, we get $|w-e|\le|D|$.
- **Uniqueness.** A second root has $r=0$, so its distance from $w$ is zero.
- **Existence.** Monotonicity gives $r(e-|D|)\ge D+|D|\ge0$ and $r(e+|D|)\le D-|D|\le0$. By continuity, $r$ vanishes somewhere between.
- **Sign.** If $D>0$ and $w\le e$, then $w-e=\Sigma(w)-v\ge D>0$, a contradiction. The case $D<0$ is symmetric, and $D=0$ forces $w=e$ by the size bound.

If $\Sigma$ has Lipschitz constant $L$, then $D=(w-e)+\Sigma(e)-\Sigma(w)$ gives $|D|\le(1+L)|w-e|$. The line $\Sigma(x)=s-L(x-e)$ with $L\ge0$ attains this, because its root satisfies $w-e=(s-v)/(1+L)$.

For a second starting point with data $e',v',\Sigma'$ and root $u$, evaluating the first residual at $u$ gives

$$|w-u|\le|(e-v)-(e'-v')|+|\Sigma(u)-\Sigma'(u)|.$$

Now let the data depend on a hybrid fraction $a\in[0,1]$. The sign change and continuity give a zero of $D(a)$, and strict monotonicity makes it unique. The mean-field energy is a root exactly when $D(a)=0$, and the size bound then excludes any other root. If $D$ is increasing, the correction at fraction $b$ has the sign of $b-a$, where $a$ is the zero.

## Orbital data and hybrid families in Lean

`StartingPoint` holds $e$, $v$ and $\Sigma$ as `energy`, `xc` and `selfEnergy`. `IsQuasiparticle` is the root equation, `shift` is $D$, and `Antitone` means nonincreasing. A hybrid family is a function `P : ℝ → StartingPoint`, with its hypotheses imposed on `Icc 0 1`. Nothing in it derives the data from a density functional: the continuity, monotonicity and sign change of $D$ are assumed.

Monotonicity on the whole line is the strong idealisation. The real part of a $GW$ self-energy typically falls between its poles but jumps upward across them, which permits several roots. The model thus represents a pole-free region, extended monotonically. It also leaves out lifetimes, off-diagonal elements and self-consistency. Continuity alone does not guarantee a root: `no_quasiparticle_of_increasing` shows that $\Sigma(w)=w$, a mathematical example rather than a $GW$ self-energy, gives none when $e\ne v$.

```lean
import Mathlib

open Set

namespace GWStartingPoint

/-- Mean-field data for one orbital: its energy, the expectation value of the
exchange-correlation potential, and the real self-energy as a function of frequency. -/
structure StartingPoint where
  energy : ℝ
  xc : ℝ
  selfEnergy : ℝ → ℝ

/-- The quasiparticle equation `w = e + Σ(w) - v`. -/
def StartingPoint.IsQuasiparticle (P : StartingPoint) (w : ℝ) : Prop :=
  w = P.energy + P.selfEnergy w - P.xc

/-- The shift `D = Σ(e) - v`, with the self-energy taken at the mean-field energy. -/
def StartingPoint.shift (P : StartingPoint) : ℝ :=
  P.selfEnergy P.energy - P.xc

/-- For a nonincreasing self-energy, the distance from a quasiparticle energy to any trial
energy `x` is at most the residual of the quasiparticle equation at `x`. -/
theorem abs_sub_le_residual (P : StartingPoint) (hS : Antitone P.selfEnergy)
    {w : ℝ} (hw : P.IsQuasiparticle w) (x : ℝ) :
    |w - x| ≤ |P.energy + P.selfEnergy x - P.xc - x| := by
  unfold StartingPoint.IsQuasiparticle at hw
  rcases le_total w x with h | h
  · have h1 := hS h
    rw [abs_of_nonpos (by linarith)]
    have h2 := neg_abs_le (P.energy + P.selfEnergy x - P.xc - x)
    linarith
  · have h1 := hS h
    rw [abs_of_nonneg (by linarith)]
    have h2 := le_abs_self (P.energy + P.selfEnergy x - P.xc - x)
    linarith

/-- For a continuous, nonincreasing self-energy the quasiparticle equation has exactly
one solution. -/
theorem existsUnique_quasiparticle (P : StartingPoint) (hc : Continuous P.selfEnergy)
    (hS : Antitone P.selfEnergy) : ∃! w, P.IsQuasiparticle w := by
  have hf : Continuous (fun w => w - (P.energy + P.selfEnergy w - P.xc)) := by fun_prop
  have hD : P.shift = P.selfEnergy P.energy - P.xc := rfl
  have h0 := abs_nonneg P.shift
  -- the residual is at least zero at e - |D| and at most zero at e + |D|
  have hlo : ∃ a, (fun w => w - (P.energy + P.selfEnergy w - P.xc)) a ≤ 0 := by
    refine ⟨P.energy - |P.shift|, ?_⟩
    have h1 := hS (show P.energy - |P.shift| ≤ P.energy by linarith)
    have h2 := neg_abs_le P.shift
    dsimp only
    linarith
  have hhi : ∃ b, 0 ≤ (fun w => w - (P.energy + P.selfEnergy w - P.xc)) b := by
    refine ⟨P.energy + |P.shift|, ?_⟩
    have h1 := hS (show P.energy ≤ P.energy + |P.shift| by linarith)
    have h2 := le_abs_self P.shift
    dsimp only
    linarith
  obtain ⟨w, hw⟩ := mem_range_of_exists_le_of_exists_ge hf hlo hhi
  have hroot : P.IsQuasiparticle w := by
    unfold StartingPoint.IsQuasiparticle
    dsimp only at hw
    linarith
  refine ⟨w, hroot, fun y hy => ?_⟩
  -- a second root has zero residual, so its distance from the first is zero
  have h := abs_sub_le_residual P hS hy w
  have hz : P.energy + P.selfEnergy w - P.xc - w = 0 := by
    dsimp only at hw
    linarith
  rw [hz, abs_zero] at h
  exact sub_eq_zero.mp (abs_nonpos_iff.mp h)

/-- For a nonincreasing self-energy the quasiparticle correction `w - e` is at most
`D` in magnitude. -/
theorem abs_correction_le (P : StartingPoint) (hS : Antitone P.selfEnergy)
    {w : ℝ} (hw : P.IsQuasiparticle w) : |w - P.energy| ≤ |P.shift| := by
  have h := abs_sub_le_residual P hS hw P.energy
  have he : P.energy + P.selfEnergy P.energy - P.xc - P.energy = P.shift := by
    unfold StartingPoint.shift
    ring
  rwa [he] at h

/-- For a nonincreasing self-energy the quasiparticle correction `w - e` has the same
sign as `D`, and vanishes when `D` does. -/
theorem sign_correction (P : StartingPoint) (hS : Antitone P.selfEnergy)
    {w : ℝ} (hw : P.IsQuasiparticle w) :
    SignType.sign (w - P.energy) = SignType.sign P.shift := by
  have hb := abs_correction_le P hS hw
  have hD : P.shift = P.selfEnergy P.energy - P.xc := rfl
  unfold StartingPoint.IsQuasiparticle at hw
  rcases lt_trichotomy P.shift 0 with h | h | h
  · have h1 : w - P.energy < 0 := by
      by_contra hn
      have h2 := hS (show P.energy ≤ w by linarith)
      linarith
    rw [sign_neg h1, sign_neg h]
  · rw [h, abs_zero] at hb
    rw [h, abs_nonpos_iff.mp hb]
  · have h1 : 0 < w - P.energy := by
      by_contra hn
      have h2 := hS (show w ≤ P.energy by linarith)
      linarith
    rw [sign_pos h1, sign_pos h]

/-- If the self-energy has Lipschitz constant `L`, then `D` is at most `1 + L` times the
quasiparticle correction in magnitude. -/
theorem abs_shift_le (P : StartingPoint) {L : ℝ}
    (hL : ∀ x y, |P.selfEnergy x - P.selfEnergy y| ≤ L * |x - y|)
    {w : ℝ} (hw : P.IsQuasiparticle w) : |P.shift| ≤ (1 + L) * |w - P.energy| := by
  unfold StartingPoint.IsQuasiparticle at hw
  have hD : P.shift = (w - P.energy) + (P.selfEnergy P.energy - P.selfEnergy w) := by
    unfold StartingPoint.shift
    linarith
  have h1 := hL P.energy w
  rw [abs_sub_comm P.energy w] at h1
  rw [hD]
  have h2 := abs_add_le (w - P.energy) (P.selfEnergy P.energy - P.selfEnergy w)
  linarith

/-- For a self-energy falling linearly with slope `-L`, where `L ≥ 0`, the quasiparticle
correction is exactly `D / (1 + L)`, with `D = s - v`. -/
theorem affine_quasiparticle_iff (e v s L w : ℝ) (hL : 0 ≤ L) :
    (StartingPoint.mk e v (fun x => s - L * (x - e))).IsQuasiparticle w ↔
      w - e = (s - v) / (1 + L) := by
  have h1 : 1 + L ≠ 0 := by positivity
  rw [eq_div_iff h1]
  change w = e + (s - L * (w - e)) - v ↔ _
  constructor <;> intro h <;> linear_combination h

/-- Quasiparticle energies from two starting points, the first with a nonincreasing
self-energy, differ by at most the change in `e - v` plus the change in the self-energy
at the second quasiparticle energy. -/
theorem starting_point_dependence (P Q : StartingPoint) (hS : Antitone P.selfEnergy)
    {w u : ℝ} (hw : P.IsQuasiparticle w) (hu : Q.IsQuasiparticle u) :
    |w - u| ≤ |(P.energy - P.xc) - (Q.energy - Q.xc)|
      + |P.selfEnergy u - Q.selfEnergy u| := by
  have h := abs_sub_le_residual P hS hw u
  unfold StartingPoint.IsQuasiparticle at hu
  have he : P.energy + P.selfEnergy u - P.xc - u =
      ((P.energy - P.xc) - (Q.energy - Q.xc)) + (P.selfEnergy u - Q.selfEnergy u) := by
    linarith
  rw [he] at h
  exact h.trans (abs_add_le _ _)

/-- Let the self-energy be nonincreasing for every hybrid fraction in `[0,1]`, and let
`D` be continuous and strictly monotone in the fraction, with opposite signs at 0 and 1.
Then exactly one fraction has its mean-field energy as the only quasiparticle energy. -/
theorem existsUnique_hybrid_fraction (P : ℝ → StartingPoint)
    (hS : ∀ a ∈ Icc (0 : ℝ) 1, Antitone (P a).selfEnergy)
    (hc : ContinuousOn (fun a => (P a).shift) (Icc 0 1))
    (hm : StrictMonoOn (fun a => (P a).shift) (Icc 0 1) ∨
      StrictAntiOn (fun a => (P a).shift) (Icc 0 1))
    (hsign : (P 0).shift * (P 1).shift < 0) :
    ∃! a, a ∈ Icc (0 : ℝ) 1 ∧ ∀ w, (P a).IsQuasiparticle w ↔ w = (P a).energy := by
  have hinj : InjOn (fun a => (P a).shift) (Icc 0 1) :=
    hm.elim (fun h => h.injOn) (fun h => h.injOn)
  -- the sign change forces a zero of D
  have hzero : ∃ a ∈ Icc (0 : ℝ) 1, (P a).shift = 0 := by
    rcases mul_neg_iff.mp hsign with ⟨h0, h1⟩ | ⟨h0, h1⟩
    · exact intermediate_value_Icc' zero_le_one hc ⟨h1.le, h0.le⟩
    · exact intermediate_value_Icc zero_le_one hc ⟨h0.le, h1.le⟩
  obtain ⟨a, ha, hDa⟩ := hzero
  refine ⟨a, ⟨ha, fun w => ⟨fun hw => ?_, fun hw => ?_⟩⟩, ?_⟩
  · have h := abs_correction_le (P a) (hS a ha) hw
    rw [hDa, abs_zero] at h
    exact sub_eq_zero.mp (abs_nonpos_iff.mp h)
  · subst hw
    unfold StartingPoint.shift at hDa
    unfold StartingPoint.IsQuasiparticle
    linarith
  · rintro b ⟨hb, hroot⟩
    have h := (hroot (P b).energy).mpr rfl
    have hDb : (P b).shift = 0 := by
      unfold StartingPoint.IsQuasiparticle at h
      unfold StartingPoint.shift
      linarith
    exact hinj hb ha (hDb.trans hDa.symm)

/-- If `D` increases strictly with the hybrid fraction on `[0,1]` and vanishes at `a`, then
at any fraction `b` with a nonincreasing self-energy the correction has the sign of `b - a`. -/
theorem sign_correction_hybrid (P : ℝ → StartingPoint)
    (hm : StrictMonoOn (fun a => (P a).shift) (Icc 0 1))
    {a b w : ℝ} (ha : a ∈ Icc (0 : ℝ) 1) (hb : b ∈ Icc (0 : ℝ) 1)
    (hDa : (P a).shift = 0) (hS : Antitone (P b).selfEnergy)
    (hw : (P b).IsQuasiparticle w) :
    SignType.sign (w - (P b).energy) = SignType.sign (b - a) := by
  rw [sign_correction (P b) hS hw]
  rcases lt_trichotomy b a with h | h | h
  · have h1 : (P b).shift < (P a).shift := hm hb ha h
    rw [sign_neg (by linarith), sign_neg (by linarith)]
  · rw [h, hDa, sub_self]
  · have h1 : (P a).shift < (P b).shift := hm ha hb h
    rw [sign_pos (by linarith), sign_pos (by linarith)]

/-- For the increasing self-energy `Σ(w) = w` and `e ≠ v`, the quasiparticle equation has
no solution. -/
theorem no_quasiparticle_of_increasing (e v : ℝ) (h : e ≠ v) :
    ¬ ∃ w, (StartingPoint.mk e v (fun x => x)).IsQuasiparticle w := by
  rintro ⟨w, hw⟩
  change w = e + w - v at hw
  exact h (by linarith)

end GWStartingPoint
```

```lean
#print axioms GWStartingPoint.starting_point_dependence
-- 'GWStartingPoint.starting_point_dependence' depends on axioms: [propext, Classical.choice, Quot.sound]
#print axioms GWStartingPoint.existsUnique_hybrid_fraction
-- 'GWStartingPoint.existsUnique_hybrid_fraction' depends on axioms: [propext, Classical.choice, Quot.sound]
#print axioms GWStartingPoint.sign_correction_hybrid
-- 'GWStartingPoint.sign_correction_hybrid' depends on axioms: [propext, Classical.choice, Quot.sound]
#print axioms GWStartingPoint.no_quasiparticle_of_increasing
-- 'GWStartingPoint.no_quasiparticle_of_increasing' depends on axioms: [propext, Classical.choice, Quot.sound]
```

## From the residual bound to the unique fraction

`abs_sub_le_residual` splits on the order of $w$ and $x$, as above. `abs_correction_le` sets $x=e$, and `starting_point_dependence` sets $x=u$ and applies the triangle inequality. `existsUnique_quasiparticle` applies the intermediate value theorem to $-r$, then uses the residual bound for uniqueness. `sign_correction` treats the three signs of $D$ separately.

`abs_shift_le` and `affine_quasiparticle_iff` give the Lipschitz bound and the linear case. In `existsUnique_hybrid_fraction`, the two sign patterns call the two versions of the intermediate value theorem, and `hinj` identifies any two zeros. `sign_correction_hybrid` combines the sign result with the ordering of $D$.

## Bracketing the root and tuning the fraction

A $G_0W_0$ code can solve the root equation iteratively or linearise it as $w\approx e+ZD$, with $Z=1/(1-\Sigma'(e))$; the affine theorem is the case $Z=1/(1+L)$. Within this one-orbital, monotone model, $[e-|D|,e+|D|]$ is a safe bisection bracket, and the residual at the current iterate bounds its error. To tune a hybrid for that orbital, one can search for the zero of $D(a)$, evaluating each self-energy only at its mean-field energy. Another orbital may select a different fraction.
